# For a rational wave vector, the lattice translations have finite, cyclic and central image in the Herring group

A space group is taken here to be any group $G$ of real Seitz operators whose pure translations are exactly the integer vectors $\mathbb Z^n$. Positions are thus written in a lattice basis, and rotation parts are invertible matrices that need not be orthogonal in these coordinates. Glide planes and screw axes are allowed, and the point group is not assumed finite.

## Bloch phases and the group of the wave vector

A Seitz operator $(R,t)$ acts by $x\mapsto Rx+t$, so $(R,t)(S,u)=(RS,Ru+t)$. Write $T$ for the group of translations $(1,a)$ with $a\in\mathbb Z^n$. Let $k\in\mathbb R^n$ be a wave vector in the dual basis, in units of $2\pi$. On Bloch states at $k$, the translation by $a$ acts as the phase $e^{-2\pi i k\cdot a}$. Two subgroups matter:

- $G_k$, the operations of $G$ with $R^Tk-k\in\mathbb Z^n$, which preserve $k$ up to a reciprocal lattice vector;
- $T_k$, the lattice translations with $k\cdot a\in\mathbb Z$, whose phase is $1$.

The Herring group is $G_k/T_k$. For non-interacting, spinless electrons, the Bloch states at $k$ carry a representation of it, which is used to label band degeneracies. If $k$ is rational and the point group is finite, the Herring group is finite.

## The statement and its Lean objects

Call $k$ rational if $Nk\in\mathbb Z^n$ for some integer $N\ge1$. The theorem `herring_group` says that, for rational $k$, $T_k$ is normal in $G_k$ and $T/T_k$ is finite, cyclic and central in $G_k/T_k$. For every natural number $M$, the order of $T/T_k$ divides $M$ exactly when $Mk\in\mathbb Z^n$, so this order is the least common denominator of the components of $k$. Conversely, `isRational_of_finite` says that if $T/T_k$ is finite, then $k$ is rational.

- `Seitz n` is the group of pairs $(R,t)$, and `lattice n` is $\mathbb Z^n$ inside $\mathbb R^n$.
- `SpaceGroup n` is a subgroup `ops` with the condition `translation_iff` on its pure translations. This condition fixes the primitive lattice.
- `littleGroup G k` is $G_k$, and `phaseKernel G k` is $T_k$ as a subgroup of it.
- `latticeClass G k` sends a lattice vector to its class in `HerringGroup G k`. Its range, `latticeImage G k`, is $T/T_k$. The wrapper `Multiplicative` lets addition of vectors be read as composition of translations.
- `IsRational k` is the condition on $N$ above.

Spin double groups, time reversal and the irreducible representations themselves are not treated.

## Conjugation and the phase condition

Both $(R,t)(1,a)$ and $(1,Ra)(R,t)$ equal $(R,Ra+t)$. Hence
$$(R,t)(1,a)(R,t)^{-1}=(1,Ra).$$
If $(R,t)\in G$ and $a\in\mathbb Z^n$, the right side is a pure translation in $G$, so $Ra\in\mathbb Z^n$.

A vector $v$ is integer exactly when $v\cdot a\in\mathbb Z$ for all $a\in\mathbb Z^n$; for the less obvious direction, take $a$ to be the unit vectors. Since $(R^Tk-k)\cdot a=k\cdot Ra-k\cdot a$, the condition defining $G_k$ becomes
$$k\cdot Ra-k\cdot a\in\mathbb Z\quad\text{for all }a\in\mathbb Z^n.$$

The identity satisfies this. For a product, write
$$k\cdot RSa-k\cdot a=[k\cdot R(Sa)-k\cdot Sa]+[k\cdot Sa-k\cdot a],$$
where both brackets are integers because $Sa$ is a lattice vector. For an inverse, put $R^{-1}a$ in place of $a$. So $G_k$ is a group.

The phases of translations multiply under composition, so $T_k$ is a subgroup. Conjugating $a\in T_k$ by an element of $G_k$ gives $Ra$, and $k\cdot Ra$ differs from the integer $k\cdot a$ by an integer. Thus $T_k$ is normal. For any lattice vector $a$, the difference $Ra-a$ lies in $T_k$, so $a$ and its conjugate have the same class. This is centrality, and it holds for every real $k$.

## One generator and the order

Let $Nk\in\mathbb Z^n$ with $N\ge1$. The integers $Nk\cdot a$, with $a\in\mathbb Z^n$, form a subgroup of $\mathbb Z$, so they are the multiples of one value $d=Nk\cdot a_0$. Given $a$, write $Nk\cdot a=cd$ with $c\in\mathbb Z$. Then $k\cdot(ca_0-a)=0$, and the class of $a$ is the $c$-th power of the class of $a_0$. Hence $T/T_k$ is cyclic.

The $M$-th power of the class of $a$ is trivial exactly when $Mk\cdot a\in\mathbb Z$. All $M$-th powers are therefore trivial exactly when $Mk\in\mathbb Z^n$. Taking $M=N$ shows that the cyclic group is finite. Its order equals its exponent, which gives the divisibility statement. Conversely, if $T/T_k$ has finite order $m$, all its $m$-th powers are trivial, so $mk\in\mathbb Z^n$.

## The zone centre, and several wave vectors

The order is $1$ exactly when $k$ is an integer vector. Then $G_k=G$, $T_k=T$, and the Herring group is the point group. In one dimension, $k=1/2$ gives order $2$.

The same argument applies to several rational wave vectors, if one keeps the operations that preserve each of them and divides by the translations whose phases are all $1$. The image of the lattice is again finite and central, but it need not be cyclic: $(1/2,0)$ and $(0,1/2)$ give $\mathbb Z_2\times\mathbb Z_2$. The Lean file treats a single wave vector.

## The Lean file

```lean
import Mathlib

open Matrix

namespace SeitzHerring

noncomputable section

/-- A real Seitz operator `(R, t)`, acting on positions as `x ↦ R x + t` with `R` invertible. -/
@[ext] structure Seitz (n : ℕ) where
  rot : (Matrix (Fin n) (Fin n) ℝ)ˣ
  trans : Fin n → ℝ

variable {n : ℕ}

/-- The Seitz product `(R, t)(S, u) = (R S, R u + t)`. -/
instance : Mul (Seitz n) := ⟨fun g h => ⟨g.rot * h.rot, g.rot.1 *ᵥ h.trans + g.trans⟩⟩

/-- The identity operation `(1, 0)`. -/
instance : One (Seitz n) := ⟨⟨1, 0⟩⟩

/-- The inverse operation `(R⁻¹, -R⁻¹ t)`. -/
instance : Inv (Seitz n) := ⟨fun g => ⟨g.rot⁻¹, -((g.rot⁻¹).1 *ᵥ g.trans)⟩⟩

/-- Seitz operators form a group. -/
instance : Group (Seitz n) := Group.ofLeftAxioms
  (fun a b c => Seitz.ext (mul_assoc a.rot b.rot c.rot) (by
    change (a.rot.1 * b.rot.1) *ᵥ c.trans + (a.rot.1 *ᵥ b.trans + a.trans)
      = a.rot.1 *ᵥ (b.rot.1 *ᵥ c.trans + b.trans) + a.trans
    rw [Matrix.mulVec_add, Matrix.mulVec_mulVec, add_assoc]))
  (fun a => Seitz.ext (one_mul a.rot) (by
    change (1 : Matrix (Fin n) (Fin n) ℝ) *ᵥ a.trans + 0 = a.trans
    rw [Matrix.one_mulVec, add_zero]))
  (fun a => Seitz.ext (inv_mul_cancel a.rot) (add_neg_cancel ((a.rot⁻¹).1 *ᵥ a.trans)))

/-- The lattice `Z^n` of integer vectors. -/
def lattice (n : ℕ) : AddSubgroup (Fin n → ℝ) where
  carrier := {v | ∀ i, ∃ z : ℤ, v i = z}
  zero_mem' := fun _ => ⟨0, by simp⟩
  add_mem' := fun {a b} ha hb i => by
    obtain ⟨x, hx⟩ := ha i
    obtain ⟨y, hy⟩ := hb i
    exact ⟨x + y, by simp [hx, hy]⟩
  neg_mem' := fun {a} ha i => by
    obtain ⟨x, hx⟩ := ha i
    exact ⟨-x, by simp [hx]⟩

/-- A group of Seitz operators whose pure translations are exactly `Z^n`. -/
structure SpaceGroup (n : ℕ) where
  ops : Subgroup (Seitz n)
  translation_iff : ∀ a, (⟨1, a⟩ : Seitz n) ∈ ops ↔ a ∈ lattice n

/-- Conjugating the translation by `a` with `(R, t)` gives the translation by `R a`. -/
theorem conj_translation (g : Seitz n) (a : Fin n → ℝ) :
    g * ⟨1, a⟩ * g⁻¹ = ⟨1, g.rot.1 *ᵥ a⟩ := by
  rw [mul_inv_eq_iff_eq_mul]
  refine Seitz.ext ?_ ?_
  · change g.rot * 1 = 1 * g.rot
    rw [mul_one, one_mul]
  · change g.rot.1 *ᵥ a + g.trans
      = (1 : Matrix (Fin n) (Fin n) ℝ) *ᵥ g.trans + g.rot.1 *ᵥ a
    rw [Matrix.one_mulVec, add_comm]

/-- The rotation part of every space-group operation maps lattice vectors to lattice vectors. -/
theorem rot_mem_lattice (G : SpaceGroup n) {g : Seitz n} (hg : g ∈ G.ops)
    {a : Fin n → ℝ} (ha : a ∈ lattice n) : g.rot.1 *ᵥ a ∈ lattice n := by
  have h := G.ops.mul_mem (G.ops.mul_mem hg ((G.translation_iff a).2 ha)) (G.ops.inv_mem hg)
  rw [conj_translation] at h
  exact (G.translation_iff _).1 h

/-- A vector is integer exactly when its product with every lattice vector is an integer. -/
theorem mem_lattice_iff (v : Fin n → ℝ) :
    v ∈ lattice n ↔ ∀ a ∈ lattice n, ∃ z : ℤ, v ⬝ᵥ a = z := by
  constructor
  · intro hv a ha
    have hv' : ∀ i, ∃ z : ℤ, v i = z := hv
    have ha' : ∀ i, ∃ z : ℤ, a i = z := ha
    choose x hx using hv'
    choose y hy using ha'
    exact ⟨∑ i, x i * y i, by simp [dotProduct, hx, hy]⟩
  · intro h i
    have h1 := h (Pi.single i 1) (fun j => ⟨if j = i then 1 else 0, by simp [Pi.single_apply]⟩)
    simpa using h1

/-- `R^T k - k` is integer exactly when `k·(R a)` and `k·a` differ by an integer for every
lattice vector `a`. -/
theorem fixes_iff (R : Matrix (Fin n) (Fin n) ℝ) (k : Fin n → ℝ) :
    Rᵀ *ᵥ k - k ∈ lattice n ↔
      ∀ a ∈ lattice n, ∃ z : ℤ, k ⬝ᵥ (R *ᵥ a) - k ⬝ᵥ a = z := by
  have h : ∀ a, (Rᵀ *ᵥ k - k) ⬝ᵥ a = k ⬝ᵥ (R *ᵥ a) - k ⬝ᵥ a := fun a => by
    rw [sub_dotProduct, Matrix.mulVec_transpose, Matrix.dotProduct_mulVec]
  rw [mem_lattice_iff]
  simp only [h]

/-- The little group `G_k`: operations of `G` with `R^T k - k` an integer vector. -/
def littleGroup (G : SpaceGroup n) (k : Fin n → ℝ) : Subgroup (Seitz n) where
  carrier := {g | g ∈ G.ops ∧ (g.rot.1)ᵀ *ᵥ k - k ∈ lattice n}
  one_mem' := ⟨G.ops.one_mem, by
    change (1 : Matrix (Fin n) (Fin n) ℝ)ᵀ *ᵥ k - k ∈ lattice n
    rw [Matrix.transpose_one, Matrix.one_mulVec, sub_self]
    exact zero_mem _⟩
  mul_mem' := by
    rintro g h ⟨hg, hgk⟩ ⟨hh, hhk⟩
    refine ⟨G.ops.mul_mem hg hh, (fixes_iff _ _).2 fun a ha => ?_⟩
    obtain ⟨x, hx⟩ := (fixes_iff _ _).1 hgk _ (rot_mem_lattice G hh ha)
    obtain ⟨y, hy⟩ := (fixes_iff _ _).1 hhk a ha
    refine ⟨x + y, ?_⟩
    change k ⬝ᵥ ((g.rot.1 * h.rot.1) *ᵥ a) - k ⬝ᵥ a = _
    rw [← Matrix.mulVec_mulVec]
    push_cast
    linarith
  inv_mem' := by
    rintro g ⟨hg, hgk⟩
    refine ⟨G.ops.inv_mem hg, (fixes_iff _ _).2 fun a ha => ?_⟩
    obtain ⟨x, hx⟩ := (fixes_iff _ _).1 hgk _ (rot_mem_lattice G (G.ops.inv_mem hg) ha)
    have e : g.rot.1 *ᵥ ((g⁻¹).rot.1 *ᵥ a) = a := by
      change g.rot.1 *ᵥ ((g.rot⁻¹).1 *ᵥ a) = a
      rw [Matrix.mulVec_mulVec, Units.mul_inv, Matrix.one_mulVec]
    rw [e] at hx
    exact ⟨-x, by push_cast; linarith⟩

/-- The lattice translations `T`, as elements of the little group. -/
def translation (G : SpaceGroup n) (k : Fin n → ℝ) :
    Multiplicative (lattice n) →* littleGroup G k where
  toFun a := ⟨⟨1, (Multiplicative.toAdd a).1⟩,
    (G.translation_iff _).2 (Multiplicative.toAdd a).2, (littleGroup G k).one_mem.2⟩
  map_one' := rfl
  map_mul' a b := Subtype.ext (Seitz.ext (one_mul 1).symm (by
    change (Multiplicative.toAdd a).1 + (Multiplicative.toAdd b).1
      = (1 : Matrix (Fin n) (Fin n) ℝ) *ᵥ (Multiplicative.toAdd b).1 + (Multiplicative.toAdd a).1
    rw [Matrix.one_mulVec, add_comm]))

/-- The subgroup `T_k` of the little group: translations `a` with `k·a` an integer. -/
def phaseKernel (G : SpaceGroup n) (k : Fin n → ℝ) : Subgroup (littleGroup G k) where
  carrier := {g | g.1.rot = 1 ∧ ∃ z : ℤ, k ⬝ᵥ g.1.trans = z}
  one_mem' := ⟨rfl, 0, by
    change k ⬝ᵥ (0 : Fin n → ℝ) = _
    simp⟩
  mul_mem' := by
    rintro g h ⟨hg, x, hx⟩ ⟨hh, y, hy⟩
    refine ⟨?_, x + y, ?_⟩
    · change g.1.rot * h.1.rot = 1
      rw [hg, hh, one_mul]
    · change k ⬝ᵥ (g.1.rot.1 *ᵥ h.1.trans + g.1.trans) = _
      rw [hg, Units.val_one, Matrix.one_mulVec, dotProduct_add, hx, hy]
      push_cast
      ring
  inv_mem' := by
    rintro g ⟨hg, x, hx⟩
    refine ⟨?_, -x, ?_⟩
    · change (g.1.rot)⁻¹ = 1
      rw [hg, inv_one]
    · change k ⬝ᵥ (-((g.1.rot⁻¹).1 *ᵥ g.1.trans)) = _
      rw [hg, inv_one, Units.val_one, Matrix.one_mulVec, dotProduct_neg, hx]
      push_cast
      rfl

/-- `T_k` is normal in `G_k`. -/
instance phaseKernel_normal (G : SpaceGroup n) (k : Fin n → ℝ) : (phaseKernel G k).Normal := by
  constructor
  rintro ⟨⟨r, a⟩, hm⟩ ⟨hr, z, hz⟩ g
  change r = 1 at hr
  subst hr
  change k ⬝ᵥ a = z at hz
  obtain ⟨hmG, -⟩ := id hm
  obtain ⟨-, hgk⟩ := g.2
  obtain ⟨y, hy⟩ := (fixes_iff _ _).1 hgk a ((G.translation_iff a).1 hmG)
  have e : (g * ⟨⟨1, a⟩, hm⟩ * g⁻¹ : littleGroup G k).1 = ⟨1, g.1.rot.1 *ᵥ a⟩ :=
    conj_translation g.1 a
  refine ⟨congrArg Seitz.rot e, y + z, (congrArg (fun s => k ⬝ᵥ s.trans) e).trans ?_⟩
  change k ⬝ᵥ (g.1.rot.1 *ᵥ a) = _
  push_cast
  linarith

/-- The Herring group `G_k / T_k`. -/
abbrev HerringGroup (G : SpaceGroup n) (k : Fin n → ℝ) := littleGroup G k ⧸ phaseKernel G k

/-- The class of a lattice translation in the Herring group. -/
def latticeClass (G : SpaceGroup n) (k : Fin n → ℝ) :
    Multiplicative (lattice n) →* HerringGroup G k :=
  (QuotientGroup.mk' (phaseKernel G k)).comp (translation G k)

/-- The subgroup `T / T_k` of the Herring group. -/
abbrev latticeImage (G : SpaceGroup n) (k : Fin n → ℝ) : Subgroup (HerringGroup G k) :=
  (latticeClass G k).range

/-- A wave vector is rational if some positive integer multiple of it is an integer vector. -/
def IsRational (k : Fin n → ℝ) : Prop := ∃ N : ℕ, N ≠ 0 ∧ (N : ℝ) • k ∈ lattice n

/-- A lattice translation `a` is trivial in the Herring group exactly when `k·a` is an integer. -/
theorem latticeClass_eq_one_iff (G : SpaceGroup n) (k : Fin n → ℝ)
    (a : Multiplicative (lattice n)) :
    latticeClass G k a = 1 ↔ ∃ z : ℤ, k ⬝ᵥ (Multiplicative.toAdd a).1 = z :=
  (QuotientGroup.eq_one_iff (translation G k a)).trans ⟨fun ⟨_, h⟩ => h, fun h => ⟨rfl, h⟩⟩

/-- `T / T_k` is central in the Herring group, for every real `k`. -/
theorem latticeImage_le_center (G : SpaceGroup n) (k : Fin n → ℝ) :
    latticeImage G k ≤ Subgroup.center (HerringGroup G k) := by
  rintro _ ⟨a, rfl⟩
  rw [Subgroup.mem_center_iff]
  intro q
  obtain ⟨g, rfl⟩ := QuotientGroup.mk'_surjective (phaseKernel G k) q
  obtain ⟨hgG, hgk⟩ := g.2
  have ha := (Multiplicative.toAdd a).2
  obtain ⟨y, hy⟩ := (fixes_iff _ _).1 hgk _ ha
  let b : Multiplicative (lattice n) := Multiplicative.ofAdd ⟨_, rot_mem_lattice G hgG ha⟩
  have e : g * translation G k a * g⁻¹ = translation G k b :=
    Subtype.ext (conj_translation g.1 _)
  -- the translations by `R a` and `a` have the same class
  have h1 : latticeClass G k (b * a⁻¹) = 1 := (latticeClass_eq_one_iff G k _).2 ⟨y, by
    change k ⬝ᵥ (g.1.rot.1 *ᵥ (Multiplicative.toAdd a).1 + -(Multiplicative.toAdd a).1) = y
    rw [dotProduct_add, dotProduct_neg]
    linarith⟩
  rw [map_mul, map_inv, mul_inv_eq_one] at h1
  have h2 := congrArg (QuotientGroup.mk' (phaseKernel G k)) e
  rw [map_mul, map_mul, map_inv] at h2
  exact mul_inv_eq_iff_eq_mul.1 (h2.trans h1)

/-- All `M`-th powers in `T / T_k` are trivial exactly when `M k` is an integer vector. -/
theorem pow_eq_one_iff (G : SpaceGroup n) (k : Fin n → ℝ) (M : ℕ) :
    (∀ x : latticeImage G k, x ^ M = 1) ↔ (M : ℝ) • k ∈ lattice n := by
  have key : ∀ a, latticeClass G k a ^ M = 1 ↔
      ∃ z : ℤ, ((M : ℝ) • k) ⬝ᵥ (Multiplicative.toAdd a).1 = z := fun a => by
    have h : k ⬝ᵥ (Multiplicative.toAdd (a ^ M)).1
        = ((M : ℝ) • k) ⬝ᵥ (Multiplicative.toAdd a).1 := by
      change k ⬝ᵥ (M • (Multiplicative.toAdd a).1) = _
      rw [dotProduct_smul, smul_dotProduct, nsmul_eq_mul, smul_eq_mul]
    rw [← map_pow, latticeClass_eq_one_iff, h]
  rw [mem_lattice_iff]
  constructor
  · intro h a ha
    exact (key (Multiplicative.ofAdd ⟨a, ha⟩)).1 (congrArg Subtype.val (h ⟨_, ⟨_, rfl⟩⟩))
  · rintro h ⟨_, ⟨a, rfl⟩⟩
    exact Subtype.ext ((key a).2 (h _ (Multiplicative.toAdd a).2))

/-- For rational `k` the group `T / T_k` is cyclic. -/
theorem latticeImage_isCyclic (G : SpaceGroup n) {k : Fin n → ℝ} (hk : IsRational k) :
    IsCyclic (latticeImage G k) := by
  obtain ⟨N, hN, hNk⟩ := hk
  -- the integers `N k·a` form a subgroup of `Z`, hence are the multiples of one of them
  let S : AddSubgroup ℤ :=
    { carrier := {z | ∃ a ∈ lattice n, ((N : ℝ) • k) ⬝ᵥ a = z}
      zero_mem' := ⟨0, zero_mem _, by simp⟩
      add_mem' := by
        rintro x y ⟨a, ha, hx⟩ ⟨b, hb, hy⟩
        exact ⟨a + b, add_mem ha hb, by rw [dotProduct_add, hx, hy]; push_cast; rfl⟩
      neg_mem' := by
        rintro x ⟨a, ha, hx⟩
        exact ⟨-a, neg_mem ha, by rw [dotProduct_neg, hx]; push_cast; rfl⟩ }
  obtain ⟨d, hd⟩ := Int.subgroup_cyclic S
  have hdS : d ∈ S := by
    rw [hd]
    exact AddSubgroup.mem_closure_singleton.2 ⟨1, one_smul _ _⟩
  obtain ⟨a₀, ha₀, h₀⟩ := hdS
  let g : Multiplicative (lattice n) := Multiplicative.ofAdd ⟨a₀, ha₀⟩
  refine ⟨⟨⟨latticeClass G k g, ⟨g, rfl⟩⟩, ?_⟩⟩
  rintro ⟨_, ⟨a, rfl⟩⟩
  obtain ⟨z, hz⟩ := (mem_lattice_iff _).1 hNk _ (Multiplicative.toAdd a).2
  have hzS : z ∈ S := ⟨_, (Multiplicative.toAdd a).2, hz⟩
  rw [hd] at hzS
  obtain ⟨c, hc⟩ := AddSubgroup.mem_closure_singleton.1 hzS
  refine ⟨c, Subtype.ext ?_⟩
  change latticeClass G k g ^ c = latticeClass G k a
  rw [← mul_inv_eq_one, ← map_zpow, ← map_inv, ← map_mul, latticeClass_eq_one_iff]
  refine ⟨0, ?_⟩
  change k ⬝ᵥ (c • a₀ + -(Multiplicative.toAdd a).1) = _
  have hN' : (N : ℝ) ≠ 0 := Nat.cast_ne_zero.2 hN
  have hc' : (c : ℝ) * d = z := by
    rw [← hc, smul_eq_mul]
    push_cast
    rfl
  rw [smul_dotProduct, smul_eq_mul] at h₀ hz
  rw [dotProduct_add, dotProduct_neg, dotProduct_smul, zsmul_eq_mul, Int.cast_zero]
  apply mul_left_cancel₀ hN'
  linear_combination (c : ℝ) * h₀ - hz + hc'

/-- For rational `k`, `T_k` is normal in `G_k`, and `T / T_k` is finite, cyclic and central in
`G_k / T_k`; its order divides `M` exactly when `M k` is an integer vector. -/
theorem herring_group (G : SpaceGroup n) {k : Fin n → ℝ} (hk : IsRational k) :
    (phaseKernel G k).Normal ∧ Finite (latticeImage G k) ∧ IsCyclic (latticeImage G k) ∧
      latticeImage G k ≤ Subgroup.center (HerringGroup G k) ∧
      ∀ M : ℕ, Nat.card (latticeImage G k) ∣ M ↔ (M : ℝ) • k ∈ lattice n := by
  have hcyc := latticeImage_isCyclic G hk
  -- in a cyclic group the exponent is the order
  have hcard : ∀ M : ℕ, Nat.card (latticeImage G k) ∣ M ↔ (M : ℝ) • k ∈ lattice n := fun M => by
    rw [← IsCyclic.exponent_eq_card, Monoid.exponent_dvd_iff_forall_pow_eq_one]
    exact pow_eq_one_iff G k M
  obtain ⟨N, hN, hNk⟩ := hk
  have hne : Nat.card (latticeImage G k) ≠ 0 := fun h0 => by
    have h := (hcard N).2 hNk
    rw [h0] at h
    exact hN (Nat.eq_zero_of_zero_dvd h)
  exact ⟨inferInstance, Nat.finite_of_card_ne_zero hne, hcyc, latticeImage_le_center G k, hcard⟩

/-- Conversely, if `T / T_k` is finite then `k` is rational. -/
theorem isRational_of_finite (G : SpaceGroup n) (k : Fin n → ℝ)
    (h : Finite (latticeImage G k)) : IsRational k :=
  ⟨Nat.card (latticeImage G k), Nat.card_pos.ne',
    (pow_eq_one_iff G k _).1 fun _ => pow_card_eq_one'⟩

end

end SeitzHerring
```

```lean
#print axioms SeitzHerring.herring_group
-- 'SeitzHerring.herring_group' depends on axioms: [propext, Classical.choice, Quot.sound]
#print axioms SeitzHerring.isRational_of_finite
-- 'SeitzHerring.isRational_of_finite' depends on axioms: [propext, Classical.choice, Quot.sound]
```

## From the phase condition to the Lean proof

`conj_translation` moves the inverse to the other side and compares the two products. `rot_mem_lattice` then applies `translation_iff` in both directions. `mem_lattice_iff` tests a vector against the unit vectors `Pi.single i 1`, and `fixes_iff` turns the condition on $R^Tk-k$ into the phase condition. In `littleGroup`, the proof of closure under products adds the two integers from the brackets above, and the proof for inverses negates the integer obtained by putting $R^{-1}a$ in place of $a$.

`phaseKernel_normal` and `latticeImage_le_center` both combine `conj_translation` with `fixes_iff`. In the second, `b` is the translation by $Ra$, and `h1` says that it has the same class as $a$. The test for a trivial class is `latticeClass_eq_one_iff`; applied to powers, it yields `pow_eq_one_iff`.

In `latticeImage_isCyclic`, `S` is the subgroup of integers $Nk\cdot a$, and `Int.subgroup_cyclic` supplies $d$. The last lines multiply the required equation by $N$ and close it with `linear_combination`.

`herring_group` replaces the order by the exponent through `IsCyclic.exponent_eq_card`. Since `Nat.card` is $0$ for an infinite group, finiteness follows because $0$ does not divide the nonzero $N$. `isRational_of_finite` uses the order of the group as the common denominator.
